# No finite mixture of temperatures reproduces a Lorentzian tail

Take a level at energy zero and broaden it in two ways: by a Lorentzian of half-width 1, and thermally, by minus the energy derivative of the Fermi function with \(k_BT = 1\) in the same energy unit. Above energy 10 the Lorentzian leaves a weight of 0.0317 and the thermal kernel leaves \(4.5\times10^{-5}\). Above energy 20 the weights are 0.0159 and \(2.1\times10^{-9}\). Doubling the distance roughly halves the first weight and roughly squares the second. At any fixed temperature the thermal weight becomes negligible beside the Lorentzian one at large enough distances, and so does any finite weighted sum of thermal weights with the same centre.

## The two tails by hand

For \(\eta>0\) and a thermal energy \(\tau = k_BT>0\), let

\[
L(x)=\frac{\eta/\pi}{x^2+\eta^2},\qquad
f_\tau(x)=\frac{1}{e^{x/\tau}+1},\qquad
K_\tau(x)=-f_\tau'(x)=\frac{e^{x/\tau}}{\tau\,(e^{x/\tau}+1)^2}.
\]

The derivative of \(\arctan(x/\eta)/\pi\) is \(L(x)\), so for \(d>0\) the Lorentzian weight above \(d\) is

\[
W(d)=\int_d^\infty L(x)\,dx=\frac12-\frac1\pi\arctan\frac d\eta=\frac1\pi\arctan\frac\eta d .
\]

With \(t=1/d\),

\[
d\,W(d)=\frac1\pi\,\frac{\arctan(\eta t)}{t}\longrightarrow\frac\eta\pi ,
\]

because the quotient tends to the derivative of \(\arctan(\eta t)\) at \(t=0\), which is \(\eta\).

The thermal weight above \(d\) is \(\int_d^\infty K_\tau(x)\,dx=f_\tau(d)\), since \(f_\tau\) vanishes at infinity. For \(d\ge0\) and any natural number \(n\), put \(u=d/\tau\). Then

\[
0\le d^n f_\tau(d)\le d^n e^{-d/\tau}=\tau^n u^n e^{-u}\longrightarrow0 .
\]

Now take finitely many thermal energies \(\tau_i>0\) with real weights \(c_i\), and let \(S(d)=\sum_i c_i f_{\tau_i}(d)\). Each term of \(d^nS(d)\) tends to zero, hence so does the sum. Therefore

\[
\frac{S(d)}{W(d)}=\frac{d\,S(d)}{d\,W(d)}\longrightarrow\frac{0}{\eta/\pi}=0 .
\]

If \(S\) and \(W\) were equal beyond some distance \(D\), then \(d\,W(d)\) would tend both to zero and to \(\eta/\pi\), which is impossible.

The heights of the two kernels at their common centre can be matched. Since \(L(0)=1/(\pi\eta)\) and \(K_\tau(0)=1/(4\tau)\), the heights agree exactly when \(\tau=\pi\eta/4\). For \(\eta=1\) and this \(\tau\), the weights above \(d=1\) are \(W=1/4\) and \(f_\tau=0.219\), which are comparable. Above \(d=10\) they are 0.0317 and \(3.0\times10^{-6}\).

## Where finiteness enters

With infinitely many temperatures the decay can fail. Take \(\tau_i=2^i\) and \(c_i=2^{-i}\) for \(i\ge1\), so that the weights sum to one. At \(d=2^m\) the term \(i=m\) alone contributes \(2^{-m}/(e+1)\), and all other terms are positive. Hence \(d\,S(d)\ge 1/(e+1)\) at arbitrarily large distances, and \(S/W\) does not tend to zero.

## Broadening in Green-function calculations

When the density of states of a non-interacting system is computed from the imaginary part of its Green function at energy \(E+i\eta\), with \(\eta>0\), each discrete level appears as a Lorentzian of half-width \(\eta\). A thermal kernel can be given the same height at the centre, but at large enough distances the Lorentzian leaves far more weight than thermal broadening at any fixed temperature.

## The kernels and tails in Lean

```lean
import Mathlib

open Filter Topology MeasureTheory Set
open scoped Real

namespace LorentzianVersusThermalTail

noncomputable section
```

All energies are real numbers measured from the common centre of the kernels.

```lean
/-- The normalised Lorentzian of half-width `η`, centred at zero energy. -/
def lorentzian (η x : ℝ) : ℝ := (η / π) / (x ^ 2 + η ^ 2)
```

The definition accepts any real `η`; the theorems add the hypothesis `0 < η`.

```lean
/-- The weight of the Lorentzian at energies above `d`. -/
def lorentzTail (η d : ℝ) : ℝ := ∫ x in Ioi d, lorentzian η x
```

The tail is an integral over the open half-line `Ioi d`, so the arctangent formula has to be proved. It counts only the weight on the upper side of the level.

```lean
/-- The Fermi occupation at energy `x` above the chemical potential, for thermal energy `kT`. -/
def fermi (kT x : ℝ) : ℝ := 1 / (Real.exp (x / kT) + 1)
```

Here `kT` is a single real variable, the thermal energy \(\tau\) above.

```lean
/-- The thermal broadening kernel, minus the energy derivative of the Fermi function. -/
def thermalKernel (kT x : ℝ) : ℝ :=
  Real.exp (x / kT) / (kT * (Real.exp (x / kT) + 1) ^ 2)
```

The kernel is given by its explicit formula. Its relation to the Fermi function is established below, through the integral.

## The Lorentzian weight and its 1/d law

```lean
/-- The Lorentzian weight above a distance `d > 0` is `arctan (η / d) / π`. -/
theorem lorentzTail_eq {η d : ℝ} (hη : 0 < η) (hd : 0 < d) :
    lorentzTail η d = Real.arctan (η / d) / π := by
  -- the primitive of the Lorentzian is an arctangent
  have hder : ∀ x ∈ Ici d,
      HasDerivAt (fun y => Real.arctan (y / η) / π) (lorentzian η x) x := by
    intro x _
    have h := (((hasDerivAt_id' x).div_const η).arctan).div_const π
    refine h.congr_deriv ?_
    have hne : x ^ 2 + η ^ 2 ≠ 0 := by positivity
    have e : 1 + (x / η) ^ 2 = (x ^ 2 + η ^ 2) / η ^ 2 := by
      field_simp
      ring
    rw [e]
    unfold lorentzian
    field_simp
  have hpos : ∀ x ∈ Ioi d, 0 ≤ lorentzian η x := by
    intro x _
    unfold lorentzian
    positivity
  have hlim : Tendsto (fun y => Real.arctan (y / η) / π) atTop (𝓝 (π / 2 / π)) :=
    ((Real.tendsto_arctan_atTop.mono_right nhdsWithin_le_nhds).comp
      (tendsto_id.atTop_div_const hη)).div_const π
  refine (integral_Ioi_of_hasDerivAt_of_nonneg' hder hpos hlim).trans ?_
  -- reflect the arctangent to the inverse argument
  have h := Real.arctan_inv_of_pos (div_pos hd hη)
  rw [inv_div] at h
  rw [h]
  ring
```

The step `hder` differentiates the primitive, `hpos` records that the integrand is nonnegative, and `hlim` gives the primitive's limit \(1/2\). These three facts yield the improper integral. The identity `Real.arctan_inv_of_pos` then turns \(\pi/2-\arctan(d/\eta)\) into \(\arctan(\eta/d)\).

```lean
/-- The Lorentzian tail falls off as `1 / d`: distance times tail weight tends to `η / π`. -/
theorem lorentzTail_power_law {η : ℝ} (hη : 0 < η) :
    Tendsto (fun d => d * lorentzTail η d) atTop (𝓝 (η / π)) := by
  -- the limit is the slope of the arctangent at the origin
  have hd : HasDerivAt (fun t => Real.arctan (η * t)) η 0 := by
    have h := ((hasDerivAt_id' (0 : ℝ)).const_mul η).arctan
    exact h.congr_deriv (by simp)
  have hs := hasDerivAt_iff_tendsto_slope_zero.mp hd
  have hi : Tendsto (fun d : ℝ => d⁻¹) atTop (𝓝[≠] 0) :=
    tendsto_nhdsWithin_iff.mpr ⟨tendsto_inv_atTop_zero,
      (eventually_gt_atTop 0).mono fun d hd => inv_ne_zero hd.ne'⟩
  refine ((hs.comp hi).div_const π).congr' ?_
  filter_upwards [eventually_gt_atTop 0] with d hd0
  rw [lorentzTail_eq hη hd0]
  simp only [Function.comp_apply, inv_inv, smul_eq_mul, zero_add, mul_zero,
    Real.arctan_zero, sub_zero, div_eq_mul_inv, mul_assoc]
```

This is the substitution \(t=1/d\). The derivative `hd` is rewritten as a limit of difference quotients, and `hi` says that `d⁻¹` approaches zero without reaching it. The arctangent formula is needed only for positive `d`, which suffices for a limit at infinity.

## Thermal decay

```lean
/-- At any positive temperature the Fermi occupation decays faster than every inverse power
of the distance. -/
theorem fermi_decay {kT : ℝ} (hT : 0 < kT) (n : ℕ) :
    Tendsto (fun d => d ^ n * fermi kT d) atTop (𝓝 0) := by
  have h : Tendsto (fun d : ℝ => kT ^ n * ((d / kT) ^ n * Real.exp (-(d / kT))))
      atTop (𝓝 0) := by
    have h1 := ((Real.tendsto_pow_mul_exp_neg_atTop_nhds_zero n).comp
      (tendsto_id.atTop_div_const hT)).const_mul (kT ^ n)
    rw [mul_zero] at h1
    exact h1
  refine squeeze_zero' ?_ ?_ h
  · filter_upwards [eventually_ge_atTop 0] with d hd
    unfold fermi
    positivity
  · filter_upwards [eventually_ge_atTop 0] with d hd
    -- the Fermi function lies below the Boltzmann factor
    have hb : fermi kT d ≤ Real.exp (-(d / kT)) := by
      unfold fermi
      rw [Real.exp_neg, ← one_div]
      exact one_div_le_one_div_of_le (Real.exp_pos _) (by linarith)
    have e : kT ^ n * ((d / kT) ^ n * Real.exp (-(d / kT)))
        = d ^ n * Real.exp (-(d / kT)) := by
      rw [← mul_assoc, ← mul_pow, mul_div_cancel₀ d hT.ne']
    rw [e]
    exact mul_le_mul_of_nonneg_left hb (pow_nonneg hd n)
```

The proof is a squeeze. The bound `hb` places the Fermi function below the Boltzmann factor, and `h` is the limit of \(\tau^n u^n e^{-u}\).

```lean
/-- The weight of the thermal kernel above energy `d` is the Fermi occupation at `d`. -/
theorem thermal_tail_eq_fermi {kT : ℝ} (hT : 0 < kT) (d : ℝ) :
    ∫ x in Ioi d, thermalKernel kT x = fermi kT d := by
  have hder : ∀ x ∈ Ici d,
      HasDerivAt (fun y => -1 / (Real.exp (y / kT) + 1)) (thermalKernel kT x) x := by
    intro x _
    have h : HasDerivAt (fun y => Real.exp (y / kT) + 1)
        (Real.exp (x / kT) * (1 / kT)) x :=
      (((hasDerivAt_id' x).div_const kT).exp).add_const 1
    have hne : Real.exp (x / kT) + 1 ≠ 0 := by positivity
    refine ((hasDerivAt_const x (-1 : ℝ)).fun_div h hne).congr_deriv ?_
    unfold thermalKernel
    field_simp
    ring
  have hpos : ∀ x ∈ Ioi d, 0 ≤ thermalKernel kT x := by
    intro x _
    unfold thermalKernel
    positivity
  have hlim : Tendsto (fun y => -1 / (Real.exp (y / kT) + 1)) atTop (𝓝 0) := by
    have h0 := (fermi_decay hT 0).neg
    rw [neg_zero] at h0
    refine h0.congr fun y => ?_
    simp only [fermi, pow_zero, one_mul]
    ring
  refine (integral_Ioi_of_hasDerivAt_of_nonneg' hder hpos hlim).trans ?_
  simp only [fermi]
  ring
```

The primitive is \(-f_\tau\), and its limit at infinity is the case `n = 0` of the preceding theorem. The identity holds for every real `d`, and it allows Fermi functions to stand for thermal tails in what follows.

```lean
/-- Any finite weighted combination of Fermi functions at positive temperatures decays faster
than every inverse power of the distance. -/
theorem mixture_decay {ι : Type*} (s : Finset ι) (c τ : ι → ℝ)
    (hτ : ∀ i ∈ s, 0 < τ i) (n : ℕ) :
    Tendsto (fun d => d ^ n * ∑ i ∈ s, c i * fermi (τ i) d) atTop (𝓝 0) := by
  have h : Tendsto (fun d => ∑ i ∈ s, c i * (d ^ n * fermi (τ i) d)) atTop
      (𝓝 (∑ i ∈ s, c i * 0)) :=
    tendsto_finsetSum s fun i hi => (fermi_decay (hτ i hi) n).const_mul (c i)
  simp only [mul_zero, Finset.sum_const_zero] at h
  refine h.congr fun d => ?_
  rw [Finset.mul_sum]
  exact Finset.sum_congr rfl fun i _ => by ring
```

The finite set `s` labels the components, with weights `c` and thermal energies `τ`. The weights may be negative and need not sum to one. The proof adds the limits of the individual terms.

## Comparing the tails

```lean
/-- Relative to the Lorentzian tail, every finite weighted combination of thermal tails
vanishes at large distance. -/
theorem thermal_negligible_against_lorentzian {ι : Type*} {η : ℝ} (hη : 0 < η)
    (s : Finset ι) (c τ : ι → ℝ) (hτ : ∀ i ∈ s, 0 < τ i) :
    Tendsto (fun d => (∑ i ∈ s, c i * fermi (τ i) d) / lorentzTail η d) atTop (𝓝 0) := by
  have hne : η / π ≠ 0 := by positivity
  -- multiply numerator and denominator by the distance
  have h := (mixture_decay s c τ hτ 1).div (lorentzTail_power_law hη) hne
  rw [zero_div] at h
  refine h.congr' ?_
  filter_upwards [eventually_gt_atTop 0] with d hd
  simp only [Pi.div_apply, pow_one]
  exact mul_div_mul_left _ _ hd.ne'
```

The case `n = 1` of the mixture decay is divided by the 1/d law, whose limit is nonzero by `hne`. The common factor `d` then cancels for positive `d`.

```lean
/-- No finite weighted combination of thermal tails coincides with the Lorentzian tail at all
distances beyond some `D`. -/
theorem no_temperatures_reproduce_tail {ι : Type*} {η : ℝ} (hη : 0 < η)
    (s : Finset ι) (c τ : ι → ℝ) (hτ : ∀ i ∈ s, 0 < τ i) (D : ℝ) :
    ¬ ∀ d > D, ∑ i ∈ s, c i * fermi (τ i) d = lorentzTail η d := by
  intro hall
  have hne : η / π ≠ 0 := by positivity
  -- equality would force the two different limits to agree
  have h : Tendsto (fun d => d * lorentzTail η d) atTop (𝓝 0) := by
    refine (mixture_decay s c τ hτ 1).congr' ?_
    filter_upwards [eventually_gt_atTop D] with d hd
    rw [hall d hd, pow_one]
  exact hne (tendsto_nhds_unique (lorentzTail_power_law hη) h)
```

The threshold `D` is arbitrary, so agreement is excluded on every half-line, however distant. The assumed equality carries the limit zero over to `d * lorentzTail η d`, and uniqueness of limits gives the contradiction. A single temperature is the case of one component with weight one. Thermal kernels with shifted centres are not treated.

```lean
/-- The Lorentzian and thermal kernels have the same height at zero energy exactly when
`kT = π η / 4`. -/
theorem peak_heights_agree_iff {η kT : ℝ} (hη : 0 < η) (hT : 0 < kT) :
    lorentzian η 0 = thermalKernel kT 0 ↔ kT = π * η / 4 := by
  have h1 : lorentzian η 0 = 1 / (π * η) := by
    unfold lorentzian
    rw [zero_pow two_ne_zero, zero_add]
    field_simp
  have h2 : thermalKernel kT 0 = 1 / (4 * kT) := by
    have e : kT * (1 + 1) ^ 2 = 4 * kT := by ring
    simp only [thermalKernel, zero_div, Real.exp_zero]
    rw [e]
  rw [h1, h2, div_eq_div_iff (by positivity) (by positivity)]
  constructor <;> intro h <;> linarith

end

end LorentzianVersusThermalTail
```

The two heights are computed as `h1` and `h2`, and clearing the positive denominators leaves a linear equation for `kT`. The theorem concerns the value at zero energy only, not the widths or shapes of the peaks.

```lean
#print axioms LorentzianVersusThermalTail.thermal_tail_eq_fermi
-- 'LorentzianVersusThermalTail.thermal_tail_eq_fermi' depends on axioms: [propext, Classical.choice, Quot.sound]
#print axioms LorentzianVersusThermalTail.thermal_negligible_against_lorentzian
-- 'LorentzianVersusThermalTail.thermal_negligible_against_lorentzian' depends on axioms: [propext, Classical.choice, Quot.sound]
#print axioms LorentzianVersusThermalTail.no_temperatures_reproduce_tail
-- 'LorentzianVersusThermalTail.no_temperatures_reproduce_tail' depends on axioms: [propext, Classical.choice, Quot.sound]
#print axioms LorentzianVersusThermalTail.peak_heights_agree_iff
-- 'LorentzianVersusThermalTail.peak_heights_agree_iff' depends on axioms: [propext, Classical.choice, Quot.sound]
```
